# Every Lipschitz constant of Becke's cell function for two nuclei a distance R apart is at least (3/2)^k/R, with k smoothing steps

Becke's scheme divides space among the nuclei of a molecule by smooth cell functions, built here from the k-fold iterate of the polynomial p(t) = 3t/2 − t³/2. The theorem `cell_lipschitz_sharp` takes two distinct nuclei in a real normed space and the cell product of the first, with no normalising division and no adjustment for atomic size. It states that if this function changes between any two points by at most L times their distance, then L is at least (3/2)^k divided by the distance between the nuclei. The proof compares points of the segment joining the nuclei with its midpoint, where the iterated polynomial has slope (3/2)^k, and passes to the limit in the difference quotients.

The failing Lean file:

```lean
import Mathlib

open Filter Topology

namespace CellLipschitzSharp

noncomputable section

/-- Becke's smoothing polynomial `p(t) = 3t/2 - t³/2`. -/
def beckeP (t : ℝ) : ℝ := 3 * t / 2 - t ^ 3 / 2

/-- The cutoff profile `s_k = (1 - p^k)/2`, where `p^k` is the `k`-fold iterate of `p`. -/
def cutoff (k : ℕ) (t : ℝ) : ℝ := (1 - beckeP^[k] t) / 2

/-- The coordinate `μ_AB(x) = (r_A - r_B)/R_AB` of a point `x` relative to two
different nuclei `A ≠ B`. -/
def mu {ι X : Type*} [MetricSpace X] (R : ι ↪ X) (A B : ι) (x : X) : ℝ :=
  (dist x (R A) - dist x (R B)) / dist (R A) (R B)

/-- The cell product `P_A(x)`, the product of `s_k(μ_AB(x))` over all nuclei `B` other
than `A`. -/
def cell {ι X : Type*} [Fintype ι] [DecidableEq ι] [MetricSpace X]
    (k : ℕ) (R : ι ↪ X) (A : ι) (x : X) : ℝ :=
  ∏ B ∈ Finset.univ.erase A, cutoff k (mu R A B x)

/-- The point with parameter `t` on the line through two nuclei: `t = -1` is the first
nucleus, `t = 1` the second. -/
def bond {E : Type*} [NormedAddCommGroup E] [NormedSpace ℝ E] (R : Fin 2 ↪ E) (t : ℝ) : E :=
  R 0 + ((1 + t) / 2) • (R 1 - R 0)

/-- On the segment joining two nuclei, the cell product of the first nucleus is the
cutoff profile `s_k(t)`. -/
theorem cell_bond {E : Type*} [NormedAddCommGroup E] [NormedSpace ℝ E]
    (k : ℕ) (R : Fin 2 ↪ E) {t : ℝ} (ht : |t| ≤ 1) :
    cell k R 0 (bond R t) = cutoff k t := by
  obtain ⟨h1, h2⟩ := abs_le.1 ht
  have hR : dist (R 0) (R 1) ≠ 0 := (dist_pos.2 (R.injective.ne (by decide))).ne'
  have d0 : dist (bond R t) (R 0) = (1 + t) / 2 * dist (R 0) (R 1) := by
    rw [dist_comm (R 0), dist_eq_norm, dist_eq_norm, bond, add_sub_cancel_left, norm_smul,
      Real.norm_of_nonneg (by linarith)]
  have d1 : dist (bond R t) (R 1) = (1 - t) / 2 * dist (R 0) (R 1) := by
    have e : bond R t - R 1 = ((1 - t) / 2) • (R 0 - R 1) := by unfold bond; module
    rw [dist_eq_norm, dist_eq_norm, e, norm_smul, Real.norm_of_nonneg (by linarith)]
  have hm : mu R 0 1 (bond R t) = t := by
    rw [mu, d0, d1, div_eq_iff hR]; ring
  have he : (Finset.univ : Finset (Fin 2)).erase 0 = {1} := by decide
  rw [cell, he, Finset.prod_singleton, hm]

/-- For two distinct nuclei in a real normed space, every Lipschitz constant of the cell
product is at least `(3/2)^k / R_AB`. -/
theorem cell_lipschitz_sharp {E : Type*} [NormedAddCommGroup E] [NormedSpace ℝ E]
    (k : ℕ) (R : Fin 2 ↪ E) {L : ℝ}
    (hL : ∀ x y, |cell k R 0 x - cell k R 0 y| ≤ L * dist x y) :
    (3 / 2) ^ k / dist (R 0) (R 1) ≤ L := by
  have hR : 0 < dist (R 0) (R 1) := dist_pos.2 (R.injective.ne (by decide))
  -- the slope of the iterated polynomial at the bond midpoint
  have hp : HasDerivAt beckeP (3 / 2) 0 := by
    have h := (((hasDerivAt_id' (0 : ℝ)).const_mul 3).div_const 2).fun_sub
      ((hasDerivAt_pow 3 (0 : ℝ)).div_const 2)
    exact h.congr_deriv (by norm_num)
  have hk : HasDerivAt beckeP^[k] ((3 / 2) ^ k) 0 := hp.iterate (by simp [beckeP]) k
  rw [div_le_iff₀ hR]
  refine le_of_tendsto hk.tendsto_slope ?_
  filter_upwards [self_mem_nhdsWithin,
    mem_nhdsWithin_of_mem_nhds (Metric.ball_mem_nhds (0 : ℝ) one_pos)] with t ht0 ht
  have hne : t ≠ 0 := ht0
  rw [Metric.mem_ball, Real.dist_eq, sub_zero] at ht
  have hdist : dist (bond R t) (bond R 0) = |t| / 2 * dist (R 0) (R 1) := by
    have e : bond R t - bond R 0 = (t / 2) • (R 1 - R 0) := by unfold bond; module
    rw [dist_comm (R 0), dist_eq_norm, dist_eq_norm, e, norm_smul, Real.norm_eq_abs,
      abs_div, abs_two]
  have h := hL (bond R t) (bond R 0)
  have e : cutoff k t - cutoff k 0 = -((beckeP^[k] t - beckeP^[k] 0) / 2) := by
    unfold cutoff; ring
  rw [cell_bond k R ht.le, cell_bond k R (by simp), hdist, e, abs_neg, abs_div, abs_two] at h
  rw [slope_def_field, sub_zero]
  refine (le_abs_self _).trans ?_
  rw [abs_div, div_le_iff₀ (abs_pos.2 hne)]
  linarith

end

end CellLipschitzSharp
```

Compiling this gives:

```
Main.lean:61:83: error: Application type mismatch: The argument
  k
has type
  ℕ
of sort `Type` but is expected to have type
  ?m.199 ?m.198 = ?m.198
of sort `Prop` in the application
  HasDerivAt.iterate ?m.198 ?m.201 k
Main.lean:61:68: error: `simp` made no progress
```

The change, after which it compiles:

```diff
@@ -59,5 +59,6 @@
       ((hasDerivAt_pow 3 (0 : ℝ)).div_const 2)
     exact h.congr_deriv (by norm_num)
-  have hk : HasDerivAt beckeP^[k] ((3 / 2) ^ k) 0 := hp.iterate (by simp [beckeP]) k
+  have hk : HasDerivAt beckeP^[k] ((3 / 2) ^ k) 0 :=
+    HasDerivAt.iterate (0 : ℝ) hp (by simp [beckeP]) k
   rw [div_le_iff₀ hR]
   refine le_of_tendsto hk.tendsto_slope ?_
```

Diagnosis. Both errors come from the line that computes the slope of the iterate, and both have one cause: a missing argument. `HasDerivAt.iterate` takes as explicit arguments the point, the derivative hypothesis, the proof that the function fixes the point, and the number of iterations. In `hp.iterate (by simp [beckeP]) k`, Lean puts `hp` in the place of the derivative hypothesis and fills the other places in order. So `by simp [beckeP]` landed where the point belongs, and `k` where the fixed-point proof belongs.

The first message reports the second of these misplacements: `k` is a natural number, but a proof of an equation was expected. The other message, "`simp` made no progress", arises because `simp` was asked to produce the point itself, and had no equation to simplify.

The repair supplies the point `(0 : ℝ)`. Now `by simp [beckeP]` has to prove that `beckeP` sends 0 to 0, which it can do, and `k` is the number of iterations. Writing the lemma's full name sets out the arguments in their declared order; the new line break is mere tidying.
